# A two-pole retarded cumulant with non-negative strengths gives a quasiparticle peak and satellites with non-negative weights that sum to one

The weight of a satellite can be defined by counting bosons or by extracting a Fourier coefficient. Here it is defined by counting. A particle pole contributes \(k\) quanta, a hole pole contributes \(l\) quanta, and the weight \(p_n\) of satellite \(n\) collects all pairs with \(k-l=n\). The quasiparticle peak is included as satellite \(0\). The alternative is

\[
p_n=\frac{1}{2\pi}\int_0^{2\pi} e^{a(e^{-i\theta}-1)+b(e^{i\theta}-1)}\,e^{in\theta}\,d\theta ,
\]

where \(a\) and \(b\) are the strengths of the two poles. That definition ties \(p_n\) directly to the function being expanded, but the integrand is in general complex, so \(p_n\ge 0\) is no longer visible, and the expansion becomes a statement about the convergence of a Fourier series. With counting, the sign is immediate and the work lies in regrouping a double series.

## From two exponential series to one satellite series

Let \(a,b\ge 0\), let \(w_0\) be the boson frequency and \(t\) the time. The cumulant is

\[
C(t)=a\,(e^{-iw_0t}-1)+b\,(e^{iw_0t}-1).
\]

The claim is that

\[
e^{C(t)}=\sum_{n\in\mathbb Z}p_n\,e^{-inw_0t},\qquad p_n\ge 0,\qquad \sum_{n\in\mathbb Z} p_n=1 .
\]

All \(p_n\) are positive if \(a,b>0\), and \(p_n=0\) for \(n<0\) if \(b=0\).

In the retarded cumulant expansion, \(e^{C(t)}\) multiplies a quasiparticle propagator. For this model with a single undamped boson frequency, \(p_n\) is therefore the spectral weight displaced by \(nw_0\) from the quasiparticle energy, and the sum of one conserves the total weight. The quasiparticle peak keeps the weight \(p_0\), and the satellites with \(n\ne0\) share the remaining \(1-p_0\). The strengths stand for the coupling to the boson on the particle and hole sides; their non-negativity reflects a self-energy with a non-negative spectral function.

Give each pair the product of two Poisson weights, with \(0^0=1\):

\[
W_{k,l}=e^{-(a+b)}\frac{a^k}{k!}\frac{b^l}{l!},\qquad p_n=\sum_{k-l=n}W_{k,l}.
\]

For a complex number \(z\neq 0\), the double series of \(W_{k,l}z^{k-l}\) converges absolutely, since the absolute values sum to \(e^{-(a+b)}e^{a|z|+b/|z|}\). It factorises:

\[
\sum_{k,l}W_{k,l}z^{k-l}
=e^{-(a+b)}\sum_k\frac{(az)^k}{k!}\sum_l\frac{(b/z)^l}{l!}
=e^{a(z-1)+b(1/z-1)} .
\]

Absolute convergence allows the pairs to be grouped by \(n=k-l\), which gives the generating function

\[
\sum_{n\in\mathbb Z}p_nz^n=e^{a(z-1)+b(1/z-1)} .
\]

At \(z=1\) this is \(\sum_n p_n=1\). At \(z=e^{-iw_0t}\) it is the satellite series.

Every \(W_{k,l}\) is non-negative, hence so is \(p_n\). If \(a,b>0\), the pair \((\max(n,0),\max(-n,0))\) has positive weight and contributes to satellite \(n\), so \(p_n>0\). If \(b=0\) and \(n<0\), every contributing pair has \(l\ge1\), so each term contains \(0^l=0\).

Conversely, if \(b>0\), the pair \((0,1)\) has weight \(e^{-(a+b)}b>0\), so \(p_{-1}>0\). The satellites with \(n<0\) are thus all absent exactly when \(b=0\). In that case only the pair \((n,0)\) contributes for \(n\ge0\), and \(p_n=e^{-a}a^n/n!\).

Finally, for \(n\ge0\) the pairs of satellite \(n\) are \((l+n,l)\), and

\[
b^nW_{l+n,l}=e^{-(a+b)}\frac{a^{l+n}b^{l+n}}{(l+n)!\,l!}=a^nW_{l,l+n}.
\]

Summing over \(l\) gives the balance relation \(b^np_n=a^np_{-n}\).

## Quanta, weights and the cumulant in Lean

```lean
import Mathlib

open Complex

namespace RetardedCumulantSatellites

noncomputable section
```

A pair `q` has components `q.1` and `q.2`, which are \(k\) and \(l\). Their difference is taken in the integers, where it can be negative.

```lean
/-- The net number of quanta when the particle pole contributes `q.1` and the hole pole
contributes `q.2`. -/
def netQuanta (q : ℕ × ℕ) : ℤ := (q.1 : ℤ) - (q.2 : ℤ)
```

The pair weight is \(W_{k,l}\).

```lean
/-- The weight `exp (-(a + b)) * (a ^ k / k!) * (b ^ l / l!)` of `k = q.1` quanta from the particle
pole (strength `a`) and `l = q.2` quanta from the hole pole (strength `b`). For non-negative
strengths it is a product of two Poisson weights. -/
def pairWeight (a b : ℝ) (q : ℕ × ℕ) : ℝ :=
  Real.exp (-(a + b)) * (a ^ q.1 / (q.1.factorial : ℝ) * (b ^ q.2 / (q.2.factorial : ℝ)))
```

The set `netQuanta ⁻¹' {n}` contains the pairs with \(k-l=n\), and `∑'` is the infinite sum over it. Thus `satelliteWeight a b n` is \(p_n\).

```lean
/-- The weight of the `n`-th satellite: the sum over all pairs of quantum numbers with
net number `n`. -/
def satelliteWeight (a b : ℝ) (n : ℤ) : ℝ :=
  ∑' q : netQuanta ⁻¹' {n}, pairWeight a b (q : ℕ × ℕ)
```

The cumulant follows the sign convention above: the particle pole carries \(e^{-iw_0t}\). A term linear in \(t\), which would only shift the quasiparticle energy, is not included. The strengths are given numbers, not computed from a self-energy.

```lean
/-- The two-pole model of the retarded cumulant, without a term linear in `t`: a particle pole of
strength `a` at frequency `w0` and a hole pole of strength `b` at frequency `-w0`. -/
def cumulant (a b w0 t : ℝ) : ℂ :=
  a * (exp (-I * w0 * t) - 1) + b * (exp (I * w0 * t) - 1)
```

## The double series

The first lemma is the exponential series. `HasSum f s` says that the series of `f` converges to `s`.

```lean
/-- The exponential series, which sums over the number of quanta from a single pole. -/
theorem hasSum_singlePole (x : ℂ) :
    HasSum (fun k : ℕ => x ^ k / (k.factorial : ℂ)) (exp x) := by
  rw [Complex.exp_eq_exp_ℂ]
  exact NormedSpace.expSeries_div_hasSum_exp x
```

The product of two such series becomes one series over pairs. The inner statement `key` obtains summability of the product from absolute convergence of the factors.

```lean
/-- The product of the exponential series of two poles as one series over pairs of quantum
numbers. -/
theorem hasSum_twoPoles (x y : ℂ) :
    HasSum (fun q : ℕ × ℕ => x ^ q.1 / (q.1.factorial : ℂ) * (y ^ q.2 / (q.2.factorial : ℂ)))
      (exp x * exp y) := by
  have key : ∀ (f g : ℕ → ℂ) (s t : ℂ), HasSum f s → HasSum g t →
      HasSum (fun q : ℕ × ℕ => f q.1 * g q.2) (s * t) := by
    intro f g s t hf hg
    have hf' : Summable (fun k => ‖f k‖) := summable_norm_iff.mpr hf.summable
    have hg' : Summable (fun k => ‖g k‖) := summable_norm_iff.mpr hg.summable
    have hfg := summable_mul_of_summable_norm (f := f) (g := g) hf' hg'
    exact HasSum.mul (f := f) (g := g) hf hg hfg
  exact key (fun k => x ^ k / (k.factorial : ℂ)) (fun k => y ^ k / (k.factorial : ℂ)) _ _
    (hasSum_singlePole x) (hasSum_singlePole y)
```

Next, \(W_{k,l}z^{k-l}\) is split into the common prefactor \(e^{-(a+b)}\) and a factor for each pole. The step \(z^{k-l}=z^k/z^l\) uses \(z\ne0\).

```lean
/-- For nonzero `z`, a pair weight with a factor `z` for each net quantum splits into the common
prefactor `exp (-(a + b))` and one factor for each pole. -/
theorem pairWeight_mul_zpow (a b : ℝ) {z : ℂ} (hz : z ≠ 0) (q : ℕ × ℕ) :
    (pairWeight a b q : ℂ) * z ^ netQuanta q =
      exp (-((a : ℂ) + b)) * (((a : ℂ) * z) ^ q.1 / (q.1.factorial : ℂ) *
        (((b : ℂ) * z⁻¹) ^ q.2 / (q.2.factorial : ℂ))) := by
  have alg : ∀ E A F B G Z W : ℂ,
      E * (A / F * (B / G)) * (Z / W) = E * (A * Z / F * (B * W⁻¹ / G)) := by
    intros
    ring
  simp only [pairWeight, netQuanta, Complex.ofReal_mul, Complex.ofReal_div, Complex.ofReal_pow,
    Complex.ofReal_exp, Complex.ofReal_neg, Complex.ofReal_add, Complex.ofReal_natCast]
  rw [zpow_sub₀ hz, zpow_natCast, zpow_natCast, mul_pow, mul_pow, inv_pow]
  exact alg _ _ _ _ _ _ _
```

Multiplying the double series by \(e^{-(a+b)}\) and combining the exponents gives the closed form.

```lean
/-- The double series over the quanta of both poles, with a factor `z` for each net quantum,
sums to `exp (a (z - 1) + b (1/z - 1))`. -/
theorem hasSum_pairWeight (a b : ℝ) {z : ℂ} (hz : z ≠ 0) :
    HasSum (fun q : ℕ × ℕ => (pairWeight a b q : ℂ) * z ^ netQuanta q)
      (exp (a * (z - 1) + b * (z⁻¹ - 1))) := by
  -- multiply the exponential series of the two poles by the common prefactor
  have h2 := (hasSum_twoPoles ((a : ℂ) * z) ((b : ℂ) * z⁻¹)).mul_left (exp (-((a : ℂ) + b)))
  have hval : exp ((a : ℂ) * (z - 1) + b * (z⁻¹ - 1)) =
      exp (-((a : ℂ) + b)) * (exp ((a : ℂ) * z) * exp ((b : ℂ) * z⁻¹)) := by
    rw [← Complex.exp_add, ← Complex.exp_add]
    congr 1
    ring
  rw [funext (pairWeight_mul_zpow a b hz), hval]
  exact h2
```

## Regrouping by net quanta

The proof turns on `HasSum.tsum_fiberwise`. Given a convergent series over pairs and a map from pairs to integers, it sums first over the pairs sent to each integer, then over the integers, and returns the same total. No ordering has to be chosen, because `HasSum` is a limit over finite sets of indices. Convergence within each group follows from the completeness of \(\mathbb C\). Since `satelliteWeight` is defined as a sum over just such a group, the output needs little adjustment: \(z^n\) is moved inside the sum, where \(n\) equals the net number of every pair.

```lean
/-- The generating function of the satellite weights, for any nonzero complex `z`. -/
theorem hasSum_generating (a b : ℝ) {z : ℂ} (hz : z ≠ 0) :
    HasSum (fun n : ℤ => (satelliteWeight a b n : ℂ) * z ^ n)
      (exp (a * (z - 1) + b * (z⁻¹ - 1))) := by
  -- group the pairs by their net number of quanta
  have h := (hasSum_pairWeight a b hz).tsum_fiberwise netQuanta
  have hfun : (fun n : ℤ => (satelliteWeight a b n : ℂ) * z ^ n) =
      fun n : ℤ => ∑' q : netQuanta ⁻¹' {n},
        (pairWeight a b (q : ℕ × ℕ) : ℂ) * z ^ netQuanta (q : ℕ × ℕ) := by
    funext n
    rw [satelliteWeight, Complex.ofReal_tsum, ← tsum_mul_right]
    refine tsum_congr fun q => ?_
    have hq : netQuanta (q : ℕ × ℕ) = n := q.2
    rw [hq]
  rw [hfun]
  exact h
```

The next lemma turns one positive pair into a positive satellite. It takes the real part of the double series at \(z=1\) to show that the pair weights are summable, restricts them to one group, and uses that a summable series of non-negative terms with one positive term has a positive sum.

```lean
/-- For non-negative pole strengths, a satellite has positive weight as soon as one pair of
quantum numbers contributing to it has positive weight. -/
theorem satelliteWeight_pos_of_pair {a b : ℝ} (ha : 0 ≤ a) (hb : 0 ≤ b) (q : ℕ × ℕ)
    (hq : 0 < pairWeight a b q) : 0 < satelliteWeight a b (netQuanta q) := by
  have hs : Summable (pairWeight a b) := by
    have h := Complex.reCLM.hasSum (hasSum_pairWeight a b one_ne_zero)
    have h' := h.summable
    simpa [Function.comp_def] using h'
  have hsub : Summable (fun r : netQuanta ⁻¹' {netQuanta q} => pairWeight a b (r : ℕ × ℕ)) :=
    hs.subtype _
  refine hsub.tsum_pos (fun r => ?_) ⟨q, rfl⟩ hq
  unfold pairWeight
  positivity
```

## The satellite theorem

For non-negative strengths and any real `w0`, the theorem states five things: the satellite series converges to \(e^{C(t)}\) at every real \(t\); the weights are non-negative; they sum to one; they are all positive if both strengths are; and those with \(n<0\) vanish if \(b=0\). The physical case is \(w_0>0\). At \(w_0=0\) the identity still holds, but all satellites fall on the same energy.

The proof treats these in order. The first part puts \(z=e^{-iw_0t}\) into the generating function, and the third takes the real part at \(z=1\). In the fourth, `(n.toNat, (-n).toNat)` is the pair \((\max(n,0),\max(-n,0))\), because `toNat` sends negative integers to zero. In the last, `omega` derives \(l\neq0\) from \(k-l=n<0\), and every term vanishes.

```lean
/-- For non-negative pole strengths, the exponential of the two-pole retarded cumulant is a series
of satellites at integer multiples of `w0`, with non-negative weights of sum one. All weights are
positive if both poles are present, and those with `n < 0` vanish without the hole pole. -/
theorem exp_cumulant_satellites {a b : ℝ} (ha : 0 ≤ a) (hb : 0 ≤ b) (w0 : ℝ) :
    (∀ t : ℝ, HasSum (fun n : ℤ => (satelliteWeight a b n : ℂ) * exp (-I * n * w0 * t))
      (exp (cumulant a b w0 t))) ∧
    (∀ n, 0 ≤ satelliteWeight a b n) ∧
    HasSum (satelliteWeight a b) 1 ∧
    (0 < a → 0 < b → ∀ n, 0 < satelliteWeight a b n) ∧
    (b = 0 → ∀ n < 0, satelliteWeight a b n = 0) := by
  refine ⟨fun t => ?_, fun n => ?_, ?_, fun ha' hb' n => ?_, fun hb0 n hn => ?_⟩
  · -- evaluate the generating function on the unit circle
    have h := hasSum_generating a b (Complex.exp_ne_zero (-I * w0 * t))
    convert h using 1
    · funext n
      rw [← Complex.exp_int_mul]
      congr 2
      ring
    · rw [← Complex.exp_neg, cumulant]
      congr 4
      ring_nf
  · refine tsum_nonneg fun q => ?_
    unfold pairWeight
    positivity
  · -- normalisation is the generating function at one
    have h := Complex.reCLM.hasSum (hasSum_generating a b one_ne_zero)
    simpa [Function.comp_def] using h
  · have hn : netQuanta (n.toNat, (-n).toNat) = n := by
      simp only [netQuanta]
      omega
    rw [← hn]
    refine satelliteWeight_pos_of_pair ha hb _ ?_
    unfold pairWeight
    positivity
  · -- a negative net number needs at least one quantum from the hole pole
    unfold satelliteWeight
    refine (tsum_congr fun q => ?_).trans tsum_zero
    have hq : netQuanta (q : ℕ × ℕ) = n := q.2
    have hl : (q : ℕ × ℕ).2 ≠ 0 := by
      simp only [netQuanta] at hq
      omega
    simp [pairWeight, hb0, hl]
```

## Absent satellites, the Poisson limit and balance

The equivalence takes one direction from the main theorem. For the other, it assumes \(b\neq0\) and finds a contradiction in the positive weight of the pair \((0,1)\).

```lean
/-- For non-negative pole strengths, the satellites with `n < 0` all have zero weight exactly when
the hole pole has zero strength. -/
theorem negative_satellites_absent_iff {a b : ℝ} (ha : 0 ≤ a) (hb : 0 ≤ b) :
    (∀ n < 0, satelliteWeight a b n = 0) ↔ b = 0 := by
  refine ⟨fun h => ?_, (exp_cumulant_satellites ha hb 0).2.2.2.2⟩
  by_contra hne
  have hb' : 0 < b := lt_of_le_of_ne hb (Ne.symm hne)
  -- a single quantum from the hole pole already gives a positive weight
  have hp : 0 < pairWeight a b (0, 1) := by
    simp only [pairWeight, pow_zero, pow_one]
    positivity
  have hpos := satelliteWeight_pos_of_pair ha hb (0, 1) hp
  have hzero := h (netQuanta (0, 1)) (by simp [netQuanta])
  linarith
```

For \(b=0\), `tsum_eq_single` reduces the sum to the pair \((n,0)\); any other pair with the same net number has \(l\ne0\) and weight zero. The formula holds for every real \(a\); for \(a\ge0\) the weights form a Poisson distribution.

```lean
/-- Without the hole pole, the satellite `n ≥ 0` has weight `exp (-a) * (a ^ n / n!)`. -/
theorem satelliteWeight_poisson (a : ℝ) (n : ℕ) :
    satelliteWeight a 0 n = Real.exp (-a) * (a ^ n / (n.factorial : ℝ)) := by
  unfold satelliteWeight
  rw [tsum_eq_single (⟨(n, 0), by simp [netQuanta]⟩ : netQuanta ⁻¹' {(n : ℤ)})]
  · simp [pairWeight]
  · rintro ⟨⟨k, l⟩, hq⟩ hne
    have hq' : (k : ℤ) - (l : ℤ) = n := hq
    have hl : l ≠ 0 := by
      intro hl
      apply hne
      apply Subtype.ext
      apply Prod.ext
      · change k = n
        omega
      · exact hl
    simp [pairWeight, hl]
```

The balance relation also holds for all real strengths. The equivalence `e` exchanges \(k\) and \(l\), which matches the pairs of satellite \(n\) with those of satellite \(-n\). After the substitution \(k=l+n\), `ring` checks the identity between \(b^nW_{l+n,l}\) and \(a^nW_{l,l+n}\).

```lean
/-- The weights of opposite satellites are related by the `n`-th powers of the two pole
strengths. -/
theorem satelliteWeight_balance (a b : ℝ) (n : ℕ) :
    b ^ n * satelliteWeight a b n = a ^ n * satelliteWeight a b (-(n : ℤ)) := by
  -- exchanging the two quantum numbers reverses the net number
  let e : (netQuanta ⁻¹' {(n : ℤ)}) ≃ (netQuanta ⁻¹' {-(n : ℤ)}) :=
    { toFun := fun q => ⟨(q.1.2, q.1.1), by
        have hq : (q.1.1 : ℤ) - (q.1.2 : ℤ) = n := q.2
        change (q.1.2 : ℤ) - (q.1.1 : ℤ) = -(n : ℤ)
        omega⟩
      invFun := fun q => ⟨(q.1.2, q.1.1), by
        have hq : (q.1.1 : ℤ) - (q.1.2 : ℤ) = -(n : ℤ) := q.2
        change (q.1.2 : ℤ) - (q.1.1 : ℤ) = (n : ℤ)
        omega⟩
      left_inv := fun _ => rfl
      right_inv := fun _ => rfl }
  unfold satelliteWeight
  rw [← e.tsum_eq, ← tsum_mul_left, ← tsum_mul_left]
  refine tsum_congr ?_
  rintro ⟨⟨k, l⟩, hq⟩
  have hq' : (k : ℤ) - (l : ℤ) = n := hq
  have hk : k = l + n := by omega
  subst hk
  change b ^ n * pairWeight a b (l + n, l) = a ^ n * pairWeight a b (l, l + n)
  simp only [pairWeight, pow_add]
  ring

end

end RetardedCumulantSatellites
```

```lean
#print axioms RetardedCumulantSatellites.exp_cumulant_satellites
#print axioms RetardedCumulantSatellites.negative_satellites_absent_iff
#print axioms RetardedCumulantSatellites.satelliteWeight_poisson
#print axioms RetardedCumulantSatellites.satelliteWeight_balance
```

```
'RetardedCumulantSatellites.exp_cumulant_satellites' depends on axioms: [propext, Classical.choice, Quot.sound]
'RetardedCumulantSatellites.negative_satellites_absent_iff' depends on axioms: [propext, Classical.choice, Quot.sound]
'RetardedCumulantSatellites.satelliteWeight_poisson' depends on axioms: [propext, Classical.choice, Quot.sound]
'RetardedCumulantSatellites.satelliteWeight_balance' depends on axioms: [propext, Classical.choice, Quot.sound]
```
